# A Bell-diagonal two-qubit state is separable exactly when no Bell weight exceeds one half

## Noise on a shared Bell pair

A Bell pair exposed to Pauli noise can be tested for entanglement by comparing four probabilities with 1/2. A pair is prepared in the Bell state 00 + 11, and its second qubit suffers an X, Y or Z error with probabilities e_X, e_Y, e_Z. Each error turns the Bell state into another one, up to a phase, so the result is a mixture of the four Bell states with weights

p₀ = 1 − e_X − e_Y − e_Z, p₁ = e_Z, p₂ = e_X, p₃ = e_Y.

The question is whether any entanglement is left, that is, whether this state can't be written as a mixture of product states. For a mixture of the four Bell states, entanglement is left exactly when some p_k exceeds 1/2.

Take e_X = e_Y = 0.05. With e_Z = 0.3 the weights are 0.6, 0.3, 0.05, 0.05, and the pair is entangled. With e_Z = 0.4 the largest weight is 0.5, and the pair is separable. With e_Z = 0.6 it is entangled again, because 00 − 11 now has weight 0.6.

## States, weights and separability in Lean

The Bell vectors b₀, …, b₃ are 00 + 11, 00 − 11, 01 + 10 and 01 − 10. In the code `bellVec` has squared length 2, and `bellProj` contains the factor 1/2 that makes B_k = |b_k⟩⟨b_k|/2 a true projector. The matrix `bellDiagonal p` is ∑ p_k B_k for any real weights.

A qubit density matrix, `IsDensity`, is a positive semidefinite complex 2×2 matrix of trace one. The set `separableStates` is the real convex hull of the Kronecker products A ⊗ B of such matrices, which means all their finite convex combinations.

The main theorem, `bellDiagonal_separable_iff`, assumes p_k ≥ 0 (`hp`) and ∑ p_k = 1 (`hs`), so that the p_k are probabilities. It states that `bellDiagonal p` lies in `separableStates` if and only if p_k ≤ 1/2 for every k. Under the same hypotheses, `bellDiagonal_separable_iff_ppt` states that separability is equivalent to a positive semidefinite partial transpose, where `partialTranspose` transposes the second qubit only.

For a general two-qubit state, `peres_criterion` gives one direction: separable implies positive partial transpose. The converse is proved here for Bell-diagonal states alone.

The step left to the user is the identification of a real pair with a Bell-diagonal matrix in this basis. It matters: the maximally entangled state 00 + i 11 has Bell weights 1/2, 1/2, 0, 0, but it also has coherences between Bell states.

## Why a separable state has no weight above one half

Write X, Y, Z for the Pauli matrices and XX for X ⊗ X. The Bell vectors are common eigenvectors of XX, YY and ZZ, with eigenvalues

b₀: (+1, −1, +1)

b₁: (−1, +1, +1)

b₂: (+1, +1, −1)

b₃: (−1, −1, −1).

Two different rows have scalar product −1, and each row has scalar product 3 with itself. If (s, t, u) is row k, the operator (1 + s XX + t YY + u ZZ)/4 therefore has eigenvalue 1 on b_k and 0 on the others, so it is B_k. Summing with weights gives

ρ = (1 + x XX + y YY + z ZZ)/4,

x = p₀ − p₁ + p₂ − p₃,

y = −p₀ + p₁ + p₂ − p₃,

z = p₀ + p₁ − p₂ − p₃.

Transposing the second qubit leaves X and Z alone and turns Y into −Y, so y changes sign. Since p₃ = (1 − x − y − z)/4, the new weight of b₀ is

(1 + x + y + z)/4 = 1/2 − p₃.

The other three follow in the same way, and the new weights are

p′_k = 1/2 − p_{3−k}.

If ρ is a mixture of products A ⊗ B, its partial transpose is the same mixture of A ⊗ Bᵀ. Each of these is positive semidefinite, and so is their mixture. Its expectation value in the normalised Bell state k is p′_k, which must then be nonnegative. Hence every p_k ≤ 1/2.

The reversed order is easily lost. For the pure state 00 + 11 the partial transpose has the negative eigenvalue −1/2, and its eigenvector is 01 − 10, not 00 + 11.

## Building the mixture when all weights are at most one half

Let σ and τ be Hermitian 2×2 matrices with square one and trace zero. Then (1 + σ)/2 is Hermitian, equals its own square and has trace one, so it is a density matrix. The same holds for −σ and ±τ. Expanding the products, the terms linear in σ or τ cancel in

(1 + σ ⊗ τ)/4 = ½ · (1 + σ)/2 ⊗ (1 + τ)/2 + ½ · (1 − σ)/2 ⊗ (1 − τ)/2.

So (1 + σ ⊗ τ)/4 is separable. With τ = ±σ this covers the six matrices (1 ± XX)/4, (1 ± YY)/4 and (1 ± ZZ)/4.

The four conditions p_k ≥ 0 read

−x + y − z ≤ 1, x − y − z ≤ 1, −x − y + z ≤ 1, x + y + z ≤ 1,

and the four conditions p_k ≤ 1/2 read

x − y + z ≤ 1, −x + y + z ≤ 1, x + y − z ≤ 1, −x − y − z ≤ 1.

Together they are all eight sign choices of |x| + |y| + |z| ≤ 1, an octahedron. Set r = 1 − |x| − |y| − |z| ≥ 0 and give the six matrices the weights

(|x| ± x + r)/2, (|y| ± y)/2, (|z| ± z)/2.

They are nonnegative and sum to |x| + |y| + |z| + r = 1. The differences within the pairs are x, y and z, so the mixture is ρ.

## The complete Lean development

```lean
import Mathlib

open Matrix
open scoped Kronecker ComplexOrder

namespace BellDiagonalSeparability

noncomputable section

/-- Operators on one qubit. -/
abbrev Qubit := Matrix (Fin 2) (Fin 2) ℂ

/-- Operators on two qubits. -/
abbrev TwoQubit := Matrix (Fin 2 × Fin 2) (Fin 2 × Fin 2) ℂ

/-- A qubit density matrix: positive semidefinite with trace one. -/
def IsDensity (A : Qubit) : Prop := A.PosSemidef ∧ A.trace = 1

/-- The separable states: all finite convex combinations of products of qubit density matrices. -/
def separableStates : Set TwoQubit :=
  convexHull ℝ {ρ | ∃ A B : Qubit, IsDensity A ∧ IsDensity B ∧ ρ = A ⊗ₖ B}

/-- The four Bell vectors `00 + 11`, `00 - 11`, `01 + 10`, `01 - 10`, with squared length 2. -/
def bellVec (k : Fin 4) (x : Fin 2 × Fin 2) : ℂ :=
  (![!![1, 0; 0, 1], !![1, 0; 0, -1], !![0, 1; 1, 0], !![0, 1; -1, 0]] : Fin 4 → Qubit) k x.1 x.2

/-- The projector onto the `k`-th Bell vector. -/
def bellProj (k : Fin 4) : TwoQubit :=
  (1 / 2 : ℝ) • vecMulVec (bellVec k) (star (bellVec k))

/-- The Bell-diagonal matrix with real weights `p k` on the four Bell projectors. -/
def bellDiagonal (p : Fin 4 → ℝ) : TwoQubit := ∑ k, p k • bellProj k

/-- Transposition of the second qubit only. -/
def partialTranspose (ρ : TwoQubit) : TwoQubit :=
  Matrix.of fun x y => ρ (x.1, y.2) (y.1, x.2)

/-- A spin component in units of one half: Hermitian, with square one and trace zero. -/
def IsSpin (σ : Qubit) : Prop := σ.IsHermitian ∧ σ * σ = 1 ∧ σ.trace = 0

/-- The Pauli matrix X. -/
def pauliX : Qubit := !![0, 1; 1, 0]

/-- The Pauli matrix Y. -/
def pauliY : Qubit := !![0, -Complex.I; Complex.I, 0]

/-- The Pauli matrix Z. -/
def pauliZ : Qubit := !![1, 0; 0, -1]

/-- The three Pauli matrices are spin components. -/
theorem isSpin_witness : IsSpin pauliX ∧ IsSpin pauliY ∧ IsSpin pauliZ := by
  refine ⟨⟨?_, ?_, ?_⟩, ⟨?_, ?_, ?_⟩, ⟨?_, ?_, ?_⟩⟩
  all_goals first
    | (simp [pauliX, pauliY, pauliZ, Matrix.trace_fin_two]; done)
    | (ext i j
       fin_cases i <;> fin_cases j <;>
         simp [pauliX, pauliY, pauliZ, Matrix.mul_apply, Fin.sum_univ_two])

/-- For a spin component `σ`, the matrix `(1 + σ)/2` is a density matrix. -/
theorem isDensity_of_isSpin {σ : Qubit} (h : IsSpin σ) :
    IsDensity ((1 / 2 : ℝ) • (1 + σ)) := by
  obtain ⟨h1, h2, h3⟩ := h
  have hH : ((1 / 2 : ℝ) • (1 + σ))ᴴ = (1 / 2 : ℝ) • (1 + σ) := by
    rw [Matrix.conjTranspose_smul, Matrix.conjTranspose_add, Matrix.conjTranspose_one, h1.eq]
    simp
  have hsq : (1 + σ) * (1 + σ) = (2 : ℝ) • (1 + σ) := by
    rw [two_smul]
    linear_combination (norm := noncomm_ring) h2
  -- the matrix is a Hermitian idempotent, hence positive
  have hP : ((1 / 2 : ℝ) • (1 + σ)) * ((1 / 2 : ℝ) • (1 + σ)) = (1 / 2 : ℝ) • (1 + σ) := by
    rw [smul_mul_smul_comm, hsq, smul_smul]
    norm_num
  constructor
  · have := Matrix.posSemidef_conjTranspose_mul_self ((1 / 2 : ℝ) • (1 + σ))
    rwa [hH, hP] at this
  · rw [Matrix.trace_smul, Matrix.trace_add, h3, Matrix.trace_one]
    simp [Complex.real_smul]

/-- For spin components `σ` and `τ` of the two qubits, `(1 + σ ⊗ τ)/4` is separable. -/
theorem correlated_separable {σ τ : Qubit} (hσ : IsSpin σ) (hτ : IsSpin τ) :
    (1 / 4 : ℝ) • (1 + σ ⊗ₖ τ) ∈ separableStates := by
  have neg : ∀ {α : Qubit}, IsSpin α → IsSpin (-α) := fun h =>
    ⟨h.1.neg, by rw [neg_mul_neg, h.2.1], by rw [Matrix.trace_neg, h.2.2, neg_zero]⟩
  -- equal mixture of "both up" and "both down"
  have e : (1 / 4 : ℝ) • (1 + σ ⊗ₖ τ) =
      (1 / 2 : ℝ) • (((1 / 2 : ℝ) • (1 + σ)) ⊗ₖ ((1 / 2 : ℝ) • (1 + τ))) +
      (1 / 2 : ℝ) • (((1 / 2 : ℝ) • (1 + -σ)) ⊗ₖ ((1 / 2 : ℝ) • (1 + -τ))) := by
    rw [← Matrix.one_kronecker_one]
    ext ⟨i, j⟩ ⟨k, l⟩
    simp only [Matrix.add_apply, Matrix.smul_apply, Matrix.neg_apply,
      Matrix.kroneckerMap_apply, Complex.real_smul]
    push_cast
    ring
  have prod : ∀ {A B : Qubit}, IsDensity A → IsDensity B → A ⊗ₖ B ∈ separableStates := by
    intro A B hA hB
    exact subset_convexHull ℝ
      {ρ : TwoQubit | ∃ A B : Qubit, IsDensity A ∧ IsDensity B ∧ ρ = A ⊗ₖ B}
      ⟨A, B, hA, hB, rfl⟩
  have hc : Convex ℝ separableStates := convex_convexHull ℝ _
  rw [e]
  exact hc (prod (isDensity_of_isSpin hσ) (isDensity_of_isSpin hτ))
    (prod (isDensity_of_isSpin (neg hσ)) (isDensity_of_isSpin (neg hτ)))
    (by norm_num) (by norm_num) (by norm_num)

/-- A Bell-diagonal matrix expanded in the identity and the correlations XX, YY and ZZ. -/
theorem bellDiagonal_eq_pauli (p : Fin 4 → ℝ) :
    bellDiagonal p = (1 / 4 : ℝ) • ((p 0 + p 1 + p 2 + p 3) • (1 : TwoQubit)
      + (p 0 - p 1 + p 2 - p 3) • (pauliX ⊗ₖ pauliX)
      + (-p 0 + p 1 + p 2 - p 3) • (pauliY ⊗ₖ pauliY)
      + (p 0 + p 1 - p 2 - p 3) • (pauliZ ⊗ₖ pauliZ)) := by
  simp only [bellDiagonal, Fin.sum_univ_four]
  ext ⟨i, j⟩ ⟨k, l⟩
  fin_cases i <;> fin_cases j <;> fin_cases k <;> fin_cases l <;>
    simp [bellProj, bellVec, vecMulVec_apply, pauliX, pauliY, pauliZ] <;> ring

/-- Partial transposition keeps a matrix Bell-diagonal: each new weight is half the total weight
minus the old weight at the reversed position. -/
theorem partialTranspose_bellDiagonal (p : Fin 4 → ℝ) :
    partialTranspose (bellDiagonal p) = bellDiagonal fun k => (∑ j, p j) / 2 - p k.rev := by
  have h0 : Fin.rev (0 : Fin 4) = 3 := rfl
  have h1 : Fin.rev (1 : Fin 4) = 2 := rfl
  have h2 : Fin.rev (2 : Fin 4) = 1 := rfl
  have h3 : Fin.rev (3 : Fin 4) = 0 := rfl
  simp only [bellDiagonal, Fin.sum_univ_four, h0, h1, h2, h3]
  ext ⟨i, j⟩ ⟨k, l⟩
  fin_cases i <;> fin_cases j <;> fin_cases k <;> fin_cases l <;>
    simp [partialTranspose, bellProj, bellVec, vecMulVec_apply] <;> ring

/-- The Bell vector `k`, of squared length 2, has expectation value `2 q k` in a Bell-diagonal
matrix with weights `q`. -/
theorem bell_expectation (q : Fin 4 → ℝ) (k : Fin 4) :
    star (bellVec k) ⬝ᵥ (bellDiagonal q *ᵥ bellVec k) = ((2 * q k : ℝ) : ℂ) := by
  simp only [bellDiagonal, Fin.sum_univ_four]
  fin_cases k <;>
    simp [bellProj, bellVec, vecMulVec_apply, Matrix.mulVec, dotProduct,
      Fintype.sum_prod_type, Fin.sum_univ_two] <;> ring

/-- Peres criterion for two qubits: a separable state has a positive semidefinite partial
transpose. -/
theorem peres_criterion {ρ : TwoQubit} (h : ρ ∈ separableStates) :
    (partialTranspose ρ).PosSemidef := by
  have hc : Convex ℝ {ρ : TwoQubit | (partialTranspose ρ).PosSemidef} := by
    intro x hx y hy a b ha hb _
    have e : partialTranspose (a • x + b • y) =
        a • partialTranspose x + b • partialTranspose y := rfl
    change (partialTranspose (a • x + b • y)).PosSemidef
    rw [e]
    exact (Matrix.PosSemidef.smul hx ha).add (Matrix.PosSemidef.smul hy hb)
  refine convexHull_min ?_ hc h
  rintro _ ⟨A, B, hA, hB, rfl⟩
  -- on a product state only the second factor is transposed
  have e : partialTranspose (A ⊗ₖ B) = A ⊗ₖ Bᵀ := rfl
  change (partialTranspose (A ⊗ₖ B)).PosSemidef
  rw [e]
  exact hA.1.kronecker hB.1.transpose

/-- If the weights sum to one and the partial transpose of the Bell-diagonal matrix is positive
semidefinite, then no weight exceeds one half. -/
theorem weight_le_half {p : Fin 4 → ℝ} (hs : ∑ k, p k = 1)
    (h : (partialTranspose (bellDiagonal p)).PosSemidef) (k : Fin 4) : p k ≤ 1 / 2 := by
  rw [partialTranspose_bellDiagonal] at h
  have h1 := h.dotProduct_mulVec_nonneg (bellVec k.rev)
  rw [bell_expectation] at h1
  have h2 := Complex.zero_le_real.mp h1
  rw [Fin.rev_rev, hs] at h2
  linarith

/-- A Bell-diagonal state with probability weights `p k` is separable if and only if every
weight is at most one half. -/
theorem bellDiagonal_separable_iff {p : Fin 4 → ℝ} (hp : ∀ k, 0 ≤ p k) (hs : ∑ k, p k = 1) :
    bellDiagonal p ∈ separableStates ↔ ∀ k, p k ≤ 1 / 2 := by
  refine ⟨fun h => weight_le_half hs (peres_criterion h), fun h => ?_⟩
  rw [Fin.sum_univ_four] at hs
  obtain ⟨x, hx⟩ : ∃ x, x = p 0 - p 1 + p 2 - p 3 := ⟨_, rfl⟩
  obtain ⟨y, hy⟩ : ∃ y, y = -p 0 + p 1 + p 2 - p 3 := ⟨_, rfl⟩
  obtain ⟨z, hz⟩ : ∃ z, z = p 0 + p 1 - p 2 - p 3 := ⟨_, rfl⟩
  obtain ⟨r, hr⟩ : ∃ r, r = 1 - |x| - |y| - |z| := ⟨_, rfl⟩
  -- the correlations lie in the octahedron
  have hr0 : 0 ≤ r := by
    have := hp 0; have := hp 1; have := hp 2; have := hp 3
    have := h 0; have := h 1; have := h 2; have := h 3
    rcases abs_cases x with ⟨h1, _⟩ | ⟨h1, _⟩ <;> rcases abs_cases y with ⟨h2, _⟩ | ⟨h2, _⟩ <;>
      rcases abs_cases z with ⟨h3, _⟩ | ⟨h3, _⟩ <;> rw [hr, h1, h2, h3] <;> linarith
  have plus : ∀ {σ : Qubit}, IsSpin σ → (1 / 4 : ℝ) • (1 + σ ⊗ₖ σ) ∈ separableStates :=
    fun hσ => correlated_separable hσ hσ
  have minus : ∀ {σ : Qubit}, IsSpin σ → (1 / 4 : ℝ) • (1 - σ ⊗ₖ σ) ∈ separableStates := by
    intro σ hσ
    have hn : IsSpin (-σ) :=
      ⟨hσ.1.neg, by rw [neg_mul_neg, hσ.2.1], by rw [Matrix.trace_neg, hσ.2.2, neg_zero]⟩
    have e : σ ⊗ₖ (-σ) = -(σ ⊗ₖ σ) := by
      ext i j
      simp [Matrix.kroneckerMap_apply]
    have := correlated_separable hσ hn
    rwa [e, ← sub_eq_add_neg] at this
  obtain ⟨sX, sY, sZ⟩ := isSpin_witness
  -- mix the six vertices of the octahedron
  have key := (convex_convexHull ℝ
      {ρ : TwoQubit | ∃ A B : Qubit, IsDensity A ∧ IsDensity B ∧ ρ = A ⊗ₖ B}).sum_mem
    (t := Finset.univ)
    (w := (![(|x| + x + r) / 2, (|x| - x + r) / 2, (|y| + y) / 2, (|y| - y) / 2,
      (|z| + z) / 2, (|z| - z) / 2] : Fin 6 → ℝ))
    (z := (![(1 / 4 : ℝ) • (1 + pauliX ⊗ₖ pauliX), (1 / 4 : ℝ) • (1 - pauliX ⊗ₖ pauliX),
      (1 / 4 : ℝ) • (1 + pauliY ⊗ₖ pauliY), (1 / 4 : ℝ) • (1 - pauliY ⊗ₖ pauliY),
      (1 / 4 : ℝ) • (1 + pauliZ ⊗ₖ pauliZ), (1 / 4 : ℝ) • (1 - pauliZ ⊗ₖ pauliZ)] :
      Fin 6 → TwoQubit))
    (by
      have b : ∀ t : ℝ, 0 ≤ (|t| + t) / 2 ∧ 0 ≤ (|t| - t) / 2 := fun t =>
        ⟨by linarith [neg_abs_le t], by linarith [le_abs_self t]⟩
      have a1 : 0 ≤ (|x| + x + r) / 2 := by linarith [(b x).1]
      have a2 : 0 ≤ (|x| - x + r) / 2 := by linarith [(b x).2]
      intro i _
      fin_cases i
      exacts [a1, a2, (b y).1, (b y).2, (b z).1, (b z).2])
    (by
      rw [Fin.sum_univ_six]
      change (|x| + x + r) / 2 + (|x| - x + r) / 2 + (|y| + y) / 2 + (|y| - y) / 2
        + (|z| + z) / 2 + (|z| - z) / 2 = 1
      linarith)
    (by
      intro i _
      fin_cases i
      exacts [plus sX, minus sX, plus sY, minus sY, plus sZ, minus sZ])
  rw [Fin.sum_univ_six] at key
  have e : bellDiagonal p = ((|x| + x + r) / 2) • ((1 / 4 : ℝ) • (1 + pauliX ⊗ₖ pauliX))
    + ((|x| - x + r) / 2) • ((1 / 4 : ℝ) • (1 - pauliX ⊗ₖ pauliX))
    + ((|y| + y) / 2) • ((1 / 4 : ℝ) • (1 + pauliY ⊗ₖ pauliY))
    + ((|y| - y) / 2) • ((1 / 4 : ℝ) • (1 - pauliY ⊗ₖ pauliY))
    + ((|z| + z) / 2) • ((1 / 4 : ℝ) • (1 + pauliZ ⊗ₖ pauliZ))
    + ((|z| - z) / 2) • ((1 / 4 : ℝ) • (1 - pauliZ ⊗ₖ pauliZ)) := by
    rw [bellDiagonal_eq_pauli, hs, ← hx, ← hy, ← hz, hr]
    module
  rw [e]
  exact key

/-- A Bell-diagonal state with probability weights is separable if and only if its partial
transpose is positive semidefinite. -/
theorem bellDiagonal_separable_iff_ppt {p : Fin 4 → ℝ} (hp : ∀ k, 0 ≤ p k)
    (hs : ∑ k, p k = 1) :
    bellDiagonal p ∈ separableStates ↔ (partialTranspose (bellDiagonal p)).PosSemidef :=
  ⟨peres_criterion, fun h => (bellDiagonal_separable_iff hp hs).mpr (weight_le_half hs h)⟩

end

end BellDiagonalSeparability
```

```lean
#print axioms BellDiagonalSeparability.bellDiagonal_separable_iff
#print axioms BellDiagonalSeparability.bellDiagonal_separable_iff_ppt
```

```
'BellDiagonalSeparability.bellDiagonal_separable_iff' depends on axioms: [propext, Classical.choice, Quot.sound]
'BellDiagonalSeparability.bellDiagonal_separable_iff_ppt' depends on axioms: [propext, Classical.choice, Quot.sound]
```

## From the matrix identities to the equivalence

The predicate `IsSpin` describes a spin component in units of ħ/2, with eigenvalues ±1. `isSpin_witness` checks it for the Pauli matrices. `isDensity_of_isSpin` shows that P = (1 + σ)/2 is a Hermitian idempotent; positivity follows because P = P†P. `correlated_separable` then proves the two-term mixture entry by entry and uses convexity.

Three lemmas are finite computations. `bellDiagonal_eq_pauli` and `partialTranspose_bellDiagonal` compare all sixteen matrix entries through `fin_cases`. The second holds for any total weight, so it has (∑ p_j)/2 where the derivation has 1/2, and `k.rev` stands for 3 − k. `bell_expectation` gives 2 q_k for weights q, since the vector is unnormalised; the normalised value is q_k.

In `peres_criterion`, the matrices with positive semidefinite partial transpose are shown to form a convex set. `convexHull_min` then reduces the claim to a single product, where the partial transpose is A ⊗ Bᵀ. `weight_le_half` evaluates the transposed matrix in the Bell vector `k.rev`, so that the reversal cancels and the bound falls on `p k` itself.

For the other direction, `bellDiagonal_separable_iff` names x, y, z and r as above. The `abs_cases` splits produce the eight sign choices, and `linarith` closes each from the bounds on the weights and their sum, which is one. The convexity lemma `sum_mem` receives the six coefficients and six matrices, and `module` confirms that their sum is the Pauli expansion of the state.

The last theorem combines these results: `peres_criterion` gives one direction, and `weight_le_half` followed by the main theorem gives the other.
